# The Sylvester-Franke theorem for the matrix of N × N minors

## Configurations and minors

There are M orbitals, numbered 0 to M−1, and N particles, numbered 0 to N−1. The particles are identical fermions, so each orbital holds at most one; for electrons, "orbital" means spin orbital. A configuration S is a set of N occupied orbitals, always listed in increasing order. For a complex M × M matrix A, write A[S,T] for the N × N block with rows S and columns T, and C(A) for the matrix with entries det A[S,T].

```lean
import Mathlib

open Matrix Equiv

namespace SylvesterFranke

noncomputable section

variable {M N : ℕ}
```

This loads Mathlib and declares M and N as natural numbers. The type `Fin M` has the elements 0, …, M−1.

```lean
/-- A configuration: a choice of `N` occupied orbitals out of `M`. -/
abbrev Config (M N : ℕ) := {S : Finset (Fin M) // S.card = N}
```

The double slash reads "such that": a `Config M N` is a finite set S of orbitals together with a proof that it has N elements. The set itself is `S.1` and the proof is `S.2`.

```lean
/-- The occupied orbitals of a configuration, listed in increasing order. -/
def occ (S : Config M N) : Fin N → Fin M := S.1.orderEmbOfFin S.2
```

`occ S` sends position i to the i-th occupied orbital in increasing order. This fixes the sign of each Slater determinant.

```lean
/-- The matrix of all `N` by `N` minors of `A`, with rows and columns labelled by
configurations. -/
def compound (N : ℕ) (A : Matrix (Fin M) (Fin M) ℂ) :
    Matrix (Config M N) (Config M N) ℂ :=
  Matrix.of fun S T => (A.submatrix (occ S) (occ T)).det
```

`compound N A` is C(A). If A is the matrix of a one-particle operator in an orthonormal orbital basis, det A[S,T] is the matrix element of A ⊗ … ⊗ A between the normalised Slater determinants S and T.

```lean
lemma occ_injective (S : Config M N) : Function.Injective (occ S) :=
  (S.1.orderEmbOfFin S.2).injective
```

No orbital is listed twice.

```lean
lemma mem_iff_occ (S : Config M N) (a : Fin M) : a ∈ S.1 ↔ ∃ i, occ S i = a := by
  have h : a ∈ Set.range (S.1.orderEmbOfFin S.2) ↔ a ∈ (S.1 : Set (Fin M)) := by
    rw [Finset.range_orderEmbOfFin]
  exact h.symm
```

An orbital belongs to S exactly when it appears in the list.

## Cauchy-Binet from sums over assignments

```lean
/-- The determinant of a product is a sum over all assignments `f` of particles to orbitals. -/
theorem det_mul_expand (P : Matrix (Fin N) (Fin M) ℂ) (Q : Matrix (Fin M) (Fin N) ℂ) :
    (P * Q).det = ∑ f : Fin N → Fin M, (∏ i, P i (f i)) * (Q.submatrix f id).det := by
  have h : ∀ f : Fin N → Fin M, (Q.submatrix f id).det =
      ∑ σ : Perm (Fin N), ((Perm.sign σ : ℤ) : ℂ) * ∏ i, Q (f i) (σ i) := by
    intro f
    rw [← Matrix.det_transpose, Matrix.det_apply']
    rfl
  rw [← Matrix.det_transpose, Matrix.det_apply']
  simp only [h, Matrix.transpose_apply, Matrix.mul_apply, Finset.prod_univ_sum,
    Fintype.piFinset_univ, Finset.mul_sum, Finset.prod_mul_distrib]
  rw [Finset.sum_comm]
  exact Finset.sum_congr rfl fun f _ => Finset.sum_congr rfl fun σ _ => by ring
```

Here P is N × M and Q is M × N. By the definition of the determinant,

det(PQ) = Σ_σ sgn(σ) Π_i Σ_a P(i,a) Q(a,σ(i)).

Multiplying out the product chooses an orbital f(i) for each particle i. Summing over σ first then gives

det(PQ) = Σ_f [Π_i P(i,f(i))] det Q[f],

where row i of Q[f] is row f(i) of Q. In the proof, `Finset.prod_univ_sum` multiplies out and `Finset.sum_comm` exchanges the sums.

```lean
/-- Cauchy-Binet formula: the determinant of a product is the sum over configurations of
the products of the corresponding minors. -/
theorem cauchy_binet (P : Matrix (Fin N) (Fin M) ℂ) (Q : Matrix (Fin M) (Fin N) ℂ) :
    (P * Q).det = ∑ S : Config M N,
      (P.submatrix id (occ S)).det * (Q.submatrix (occ S) id).det := by
  have hS : ∀ S : Config M N,
      (P.submatrix id (occ S)).det * (Q.submatrix (occ S) id).det =
      ∑ σ : Perm (Fin N), (∏ i, P i (occ S (σ i))) *
        (Q.submatrix (fun i => occ S (σ i)) id).det := by
    intro S
    have hp : ∀ σ : Perm (Fin N), (Q.submatrix (fun i => occ S (σ i)) id).det =
        ((Perm.sign σ : ℤ) : ℂ) * (Q.submatrix (occ S) id).det :=
      fun σ => Matrix.det_permute σ (Q.submatrix (occ S) id)
    rw [← Matrix.det_transpose (P.submatrix id (occ S)), Matrix.det_apply', Finset.sum_mul]
    refine Finset.sum_congr rfl fun σ _ => ?_
    rw [hp]
    simp only [Matrix.transpose_apply, Matrix.submatrix_apply, id_eq]
    ring
  rw [det_mul_expand, Finset.sum_congr rfl (fun S _ => hS S), ← Fintype.sum_prod_type']
  symm
  refine Fintype.sum_of_injective
    (fun (p : Config M N × Perm (Fin N)) (i : Fin N) => occ p.1 (p.2 i))
    ?_ _ _ ?_ (fun _ => rfl)
  · -- the assignment determines the configuration and the permutation
    rintro ⟨S, σ⟩ ⟨T, τ⟩ h
    have h' : ∀ i, occ S (σ i) = occ T (τ i) := fun i => congrFun h i
    have hST : S = T := by
      apply Subtype.ext
      ext a
      rw [mem_iff_occ, mem_iff_occ]
      constructor
      · rintro ⟨i, rfl⟩
        exact ⟨τ (σ.symm i), by rw [← h', Equiv.apply_symm_apply]⟩
      · rintro ⟨i, rfl⟩
        exact ⟨σ (τ.symm i), by rw [h', Equiv.apply_symm_apply]⟩
    subst hST
    have hστ : σ = τ := Equiv.ext fun i => occ_injective S (h' i)
    rw [hστ]
  · -- an assignment that is not of this form has a doubly occupied orbital
    intro f hf
    have hni : ¬ Function.Injective f := by
      intro hinj
      apply hf
      let S : Config M N := ⟨Finset.univ.image f, by
        rw [Finset.card_image_of_injective _ hinj, Finset.card_univ, Fintype.card_fin]⟩
      have hg : ∀ i, ∃ k, occ S k = f i := fun i =>
        (mem_iff_occ S (f i)).1 (Finset.mem_image_of_mem f (Finset.mem_univ i))
      choose g hg using hg
      have gi : Function.Injective g := fun a b hab =>
        hinj (by rw [← hg a, ← hg b, hab])
      exact ⟨(S, Equiv.ofBijective g (Finite.injective_iff_bijective.1 gi)), funext hg⟩
    simp only [Function.Injective, not_forall] at hni
    obtain ⟨a, b, hab, hne⟩ := hni
    have hz : (Q.submatrix f id).det = 0 :=
      Matrix.det_zero_of_row_eq hne (by ext k; simp [hab])
    rw [hz, mul_zero]
```

If f uses an orbital twice, Q[f] has two equal rows and its determinant vanishes. Every other f fills a unique configuration S in a unique order σ, so that f(i) = occ S (σ(i)). Reordering the rows gives det Q[f] = sgn(σ) det Q[S], where Q[S] has the rows in S. The sum over σ then assembles the determinant of P[S], the columns of P in S:

det(PQ) = Σ_S det P[S] · det Q[S].

In Lean, `hS` expands each term of the right-hand side over σ. `Fintype.sum_of_injective` then matches pairs (S,σ) with assignments f. Its two bulleted obligations are that different pairs give different assignments, and that all remaining assignments contribute zero.

```lean
/-- The matrix of minors of a product is the product of the matrices of minors. -/
theorem compound_mul (A B : Matrix (Fin M) (Fin M) ℂ) :
    compound N (A * B) = compound N A * compound N B := by
  ext S T
  rw [Matrix.mul_apply]
  exact cauchy_binet (A.submatrix (occ S) id) (B.submatrix id (occ T))
```

Applying Cauchy-Binet to rows S of A and columns T of B gives

C(AB) = C(A) C(B).

## Diagonal matrices and the exponent

```lean
/-- For a diagonal matrix the matrix of minors is diagonal, and its entries are the products
over the occupied orbitals. -/
theorem compound_diagonal (d : Fin M → ℂ) :
    compound N (diagonal d) = diagonal fun S : Config M N => ∏ i ∈ S.1, d i := by
  ext S T
  change ((diagonal d).submatrix (occ S) (occ T)).det = _
  by_cases h : S = T
  · subst h
    have him : Finset.univ.image (occ S) = S.1 := by
      ext a
      rw [mem_iff_occ]
      simp
    rw [Matrix.submatrix_diagonal _ _ (occ_injective S), Matrix.det_diagonal,
      Matrix.diagonal_apply_eq, ← him, Finset.prod_image fun a _ b _ e => occ_injective S e]
    rfl
  · rw [Matrix.diagonal_apply_ne _ h]
    -- some orbital is occupied in S and empty in T, which gives a zero row
    have hex : ∃ a ∈ S.1, a ∉ T.1 := by
      by_contra hc
      push Not at hc
      exact h (Subtype.ext (Finset.eq_of_subset_of_card_le hc (by rw [S.2, T.2])))
    obtain ⟨a, haS, haT⟩ := hex
    obtain ⟨i, hi⟩ := (mem_iff_occ S a).1 haS
    refine Matrix.det_eq_zero_of_row_eq_zero i fun j => ?_
    exact Matrix.diagonal_apply_ne _ fun e => haT ((mem_iff_occ T a).2 ⟨j, by rw [← e, hi]⟩)
```

Let D = diag(d). For S = T the block is diagonal, with determinant Π_{i∈S} d(i). For S ≠ T, the two sets have equal size, so some orbital in S is missing from T. Its row in the block is zero, and so is the minor.

```lean
/-- For `N ≥ 1`, each orbital is occupied in exactly `(M-1 choose N-1)` of the configurations. -/
theorem card_occupied (hN : 1 ≤ N) (i : Fin M) :
    ((Finset.powersetCard N Finset.univ).filter (fun S => i ∈ S)).card =
      (M - 1).choose (N - 1) := by
  have hc : (Finset.powersetCard (N - 1) (Finset.univ.erase i)).card =
      (M - 1).choose (N - 1) := by
    rw [Finset.card_powersetCard, Finset.card_erase_of_mem (Finset.mem_univ i),
      Finset.card_univ, Fintype.card_fin]
  rw [← hc]
  have hni : ∀ T ∈ Finset.powersetCard (N - 1) (Finset.univ.erase i), i ∉ T :=
    fun T hT hi => Finset.notMem_erase i _ ((Finset.mem_powersetCard.1 hT).1 hi)
  -- remove the orbital i, or put it back
  refine Finset.card_bij' (fun S _ => S.erase i) (fun T _ => insert i T) ?_ ?_ ?_ ?_
  · intro S hS
    obtain ⟨h1, h2⟩ := Finset.mem_filter.1 hS
    refine Finset.mem_powersetCard.2
      ⟨Finset.erase_subset_erase _ (Finset.subset_univ _), ?_⟩
    rw [Finset.card_erase_of_mem h2, (Finset.mem_powersetCard.1 h1).2]
  · intro T hT
    refine Finset.mem_filter.2 ⟨Finset.mem_powersetCard.2 ⟨Finset.subset_univ _, ?_⟩,
      Finset.mem_insert_self _ _⟩
    rw [Finset.card_insert_of_notMem (hni T hT), (Finset.mem_powersetCard.1 hT).2]
    omega
  · intro S hS
    exact Finset.insert_erase (Finset.mem_filter.1 hS).2
  · intro T hT
    exact Finset.erase_insert (hni T hT)
```

To count the configurations containing orbital i, remove i: what remains is any choice of N−1 orbitals from the other M−1. Putting i back inverts the step. `Finset.card_bij'` takes these two maps and checks that they are mutually inverse.

```lean
lemma prod_config (hN : 1 ≤ N) (d : Fin M → ℂ) :
    ∏ S : Config M N, ∏ i ∈ S.1, d i = (∏ i, d i) ^ (M - 1).choose (N - 1) := by
  calc ∏ S : Config M N, ∏ i ∈ S.1, d i
      = ∏ S ∈ Finset.powersetCard N Finset.univ, ∏ i ∈ S, d i :=
        (Finset.prod_subtype (Finset.powersetCard N Finset.univ)
          (fun S => by simp [Finset.mem_powersetCard]) (fun S => ∏ i ∈ S, d i)).symm
    _ = ∏ S ∈ Finset.powersetCard N Finset.univ, ∏ i, if i ∈ S then d i else 1 :=
        Finset.prod_congr rfl fun S _ => by simp
    _ = ∏ i, d i ^ (M - 1).choose (N - 1) := by
        rw [Finset.prod_comm]
        refine Finset.prod_congr rfl fun i _ => ?_
        rw [← Finset.prod_filter, Finset.prod_const, card_occupied hN i]
    _ = _ := Finset.prod_pow _ _ _
```

Put K = (M−1 choose N−1). Each d(i) occurs once for every configuration containing i, hence

Π_S Π_{i∈S} d(i) = Π_i d(i)^K = (Π_i d(i))^K.

The proof exchanges the two products and inserts the count.

## Adding a multiple of one orbital to another

```lean
/-- Adding a multiple of one orbital to a different one gives a matrix of minors with
determinant one. -/
theorem det_compound_transvection {i j : Fin M} (h : i ≠ j) (c : ℂ) :
    (compound N (transvection i j c)).det = 1 := by
  let d : Fin M → ℂ := fun k => if k = i then 2 else 1
  -- doubling orbital i turns the transvection into its square
  have key : diagonal d * transvection i j c =
      transvection i j c * transvection i j c * diagonal d := by
    rw [Matrix.transvection_mul_transvection_same _ _ h]
    ext a b
    rw [Matrix.diagonal_mul, Matrix.mul_diagonal]
    simp only [transvection, Matrix.add_apply, Matrix.one_apply, Matrix.single_apply]
    by_cases hab : a = b
    · subst hab
      have hn : ¬ (i = a ∧ j = a) := fun e => h (e.1.trans e.2.symm)
      simp only [if_neg hn]
      ring
    · by_cases hc : i = a ∧ j = b
      · obtain ⟨rfl, rfl⟩ := hc
        simp [d, h, h.symm]
        ring
      · simp only [if_neg hab, if_neg hc]
        ring
  have hf := congrArg (fun X => (compound N X).det) key
  simp only [compound_mul, Matrix.det_mul] at hf
  have hD : (compound N (diagonal d)).det ≠ 0 := by
    rw [compound_diagonal, Matrix.det_diagonal]
    refine Finset.prod_ne_zero_iff.2 fun S _ => Finset.prod_ne_zero_iff.2 fun k _ => ?_
    by_cases hk : k = i <;> simp [d, hk]
  have hone : compound N (1 : Matrix (Fin M) (Fin M) ℂ) = 1 := by
    simpa using compound_diagonal (N := N) (fun _ : Fin M => (1 : ℂ))
  have hT : (compound N (transvection i j c)).det ≠ 0 := by
    intro h0
    have h1 : transvection i j c * transvection i j (-c) = 1 := by
      rw [Matrix.transvection_mul_transvection_same _ _ h, add_neg_cancel,
        Matrix.transvection_zero]
    have h2 := congrArg (fun X => (compound N X).det) h1
    simp only [compound_mul, Matrix.det_mul, hone, Matrix.det_one, h0, zero_mul] at h2
    exact zero_ne_one h2
  refine mul_left_cancel₀ (mul_ne_zero hT hD) ?_
  linear_combination -hf
```

A transvection is T = 1 + cE, where E has a single 1 in row i and column j, with i ≠ j. Let D double orbital i and leave the others alone. Since E² = 0, we have T² = 1 + 2cE, and

DT = D + 2cE = T²D.

Write t = det C(T) and δ = det C(D). Multiplicativity turns this identity into

δt = t²δ.

The number δ is a product of powers of 2, so it is nonzero. The inverse of T is 1 − cE, so t is nonzero too. Cancelling gives t = 1. In the code these facts are `key`, `hD` and `hT`, and the last two lines cancel the common factor.

## The theorem and invertibility

```lean
/-- Sylvester-Franke theorem: for `N ≥ 1` the matrix of all `N` by `N` minors of a complex
`M` by `M` matrix `A` has determinant `det A` to the power `(M-1 choose N-1)`. -/
theorem sylvester_franke (hN : 1 ≤ N) (A : Matrix (Fin M) (Fin M) ℂ) :
    (compound N A).det = A.det ^ (M - 1).choose (N - 1) := by
  -- every matrix is a product of diagonal matrices and transvections
  refine Matrix.diagonal_transvection_induction
    (fun X => (compound N X).det = X.det ^ (M - 1).choose (N - 1)) A ?_ ?_ ?_
  · intro d _
    rw [compound_diagonal, Matrix.det_diagonal, Matrix.det_diagonal, prod_config hN]
  · intro t
    change (compound N (transvection t.i t.j t.c)).det =
      (transvection t.i t.j t.c).det ^ _
    rw [det_compound_transvection t.hij, Matrix.det_transvection_of_ne _ _ t.hij, one_pow]
  · intro X Y hX hY
    rw [compound_mul, Matrix.det_mul, Matrix.det_mul, hX, hY, mul_pow]
```

The statement reads: for N ≥ 1 and every complex M × M matrix A,

det C(A) = det(A)^K.

Every complex square matrix is a product of diagonal matrices and transvections, and `Matrix.diagonal_transvection_induction` reduces the claim to three cases. For diagonal matrices it is the product formula above. For transvections both sides are 1. If it holds for X and Y, then

det C(XY) = det C(X) · det C(Y) = det(X)^K det(Y)^K = det(XY)^K.

The theorem also allows N > M, where there are no configurations and both sides equal 1.

```lean
/-- For `1 ≤ N ≤ M`, the matrix of `N` by `N` minors has nonzero determinant exactly when
the orbital transformation `A` has. -/
theorem det_compound_ne_zero_iff (hN : 1 ≤ N) (hM : N ≤ M) (A : Matrix (Fin M) (Fin M) ℂ) :
    (compound N A).det ≠ 0 ↔ A.det ≠ 0 := by
  have hc : (M - 1).choose (N - 1) ≠ 0 := (Nat.choose_pos (by omega)).ne'
  rw [sylvester_franke hN, pow_ne_zero_iff hc]

end

end SylvesterFranke
```

For 1 ≤ N ≤ M the exponent K is positive, so det C(A) is nonzero exactly when det A is. In electronic structure this means that, for a finite orbital set and the full set of N-particle determinants, an orbital change gives an invertible change of determinant basis exactly when it is itself invertible. This is a statement about bases, so it holds whatever the interactions between the electrons; a truncated set of determinants is not covered.

## Bosons and exterior powers

For bosons repeated occupation is allowed, and the determinant of A[S,T] is replaced by its permanent divided by √(Π_a s_a! t_a!), where s_a and t_a are the occupation numbers of orbital a in S and T. These are the matrix elements between normalised states, and with this normalisation the matrices are again multiplicative. For N ≥ 1 the same route then leads to the exponent (M+N−1 choose N−1); that version is not part of the Lean file.

C(A) could also have been modelled as the linear map that A induces on the N-th exterior power of ℂ^M. Multiplicativity would then follow from composing maps, without Cauchy-Binet, but recovering the explicit minors would require the basis of wedge products labelled by configurations.

```lean
#print axioms SylvesterFranke.sylvester_franke
#print axioms SylvesterFranke.det_compound_ne_zero_iff
```

```
'SylvesterFranke.sylvester_franke' depends on axioms: [propext, Classical.choice, Quot.sound]
'SylvesterFranke.det_compound_ne_zero_iff' depends on axioms: [propext, Classical.choice, Quot.sound]
```
